# For any real operator K and real orthogonal projector P on a finite set of sites, some local potential v makes the diagonal of (1 − P)(v − K)P vanish

Let P be a real symmetric idempotent matrix over a finite set of sites, the projector onto the occupied orbitals, and let K be any real matrix over the same sites. The theorem `exists_diag_zero` states that there is a local potential v, that is, a diagonal matrix, for which every diagonal entry of (1 − P)(v − K)P is zero. The proof treats the map from a local potential w to its block (1 − P)wP as linear, and projects the block of K orthogonally onto the range of that map. What remains is orthogonal to the block of every potential supported on one site, and `frobenius_local` turns this orthogonality into the vanishing of one diagonal entry.

This version doesn't compile in Lean 4 with Mathlib:

```lean
import Mathlib

open Matrix

namespace LocalizedHartreeFockVariance

noncomputable section

variable {ι : Type*} [Fintype ι] [DecidableEq ι]

/-- The block `(1 - P) A P` of an operator `A` that leads from occupied to virtual orbitals. -/
def ovBlock (P A : Matrix ι ι ℝ) : Matrix ι ι ℝ := (1 - P) * A * P

/-- The Frobenius product of an occupied-virtual block with that of a local potential `w`
is the sum of `w` against the diagonal of the block. -/
theorem frobenius_local {P : Matrix ι ι ℝ} (hP : Pᵀ = P) (hI : P * P = P)
    (A : Matrix ι ι ℝ) (w : ι → ℝ) :
    ∑ i, ∑ j, ovBlock P A i j * ovBlock P (diagonal w) i j = ∑ x, w x * ovBlock P A x x := by
  have hQ : (1 - P) * (1 - P) = 1 - P := by
    calc (1 - P) * (1 - P) = 1 - P - P + P * P := by noncomm_ring
      _ = 1 - P := by rw [hI]; abel
  have hT : (ovBlock P A)ᵀ = P * Aᵀ * (1 - P) := by
    simp only [ovBlock, transpose_mul, transpose_sub, transpose_one, hP, Matrix.mul_assoc]
  have hB : P * (ovBlock P A)ᵀ * (1 - P) = (ovBlock P A)ᵀ := by
    rw [hT]
    calc P * (P * Aᵀ * (1 - P)) * (1 - P) = (P * P) * Aᵀ * ((1 - P) * (1 - P)) := by
          simp only [Matrix.mul_assoc]
      _ = P * Aᵀ * (1 - P) := by rw [hI, hQ]
  -- write the double sum as a trace and move the projectors around cyclically
  calc ∑ i, ∑ j, ovBlock P A i j * ovBlock P (diagonal w) i j
      = trace ((ovBlock P A)ᵀ * ovBlock P (diagonal w)) := by
        simp only [trace, diag_apply, Matrix.mul_apply, transpose_apply]
        exact Finset.sum_comm
    _ = trace (((ovBlock P A)ᵀ * (1 - P) * diagonal w) * P) := by
        simp only [ovBlock, Matrix.mul_assoc]
    _ = trace (P * ((ovBlock P A)ᵀ * (1 - P) * diagonal w)) := trace_mul_comm _ _
    _ = trace ((P * (ovBlock P A)ᵀ * (1 - P)) * diagonal w) := by
        simp only [Matrix.mul_assoc]
    _ = ∑ x, w x * ovBlock P A x x := by
        rw [hB]
        simp only [trace, diag_apply, mul_diagonal, transpose_apply]
        exact Finset.sum_congr rfl fun x _ => mul_comm _ _

/-- Some local potential makes every diagonal entry of `(1 - P)(v - K)P` vanish. -/
theorem exists_diag_zero {P : Matrix ι ι ℝ} (hP : Pᵀ = P) (hI : P * P = P)
    (K : Matrix ι ι ℝ) : ∃ v : ι → ℝ, ∀ x, ovBlock P (diagonal v - K) x x = 0 := by
  let T : (ι → ℝ) →ₗ[ℝ] EuclideanSpace ℝ (ι × ι) :=
    { toFun := fun w => WithLp.toLp 2 (fun p => ovBlock P (diagonal w) p.1 p.2)
      map_add' := by
        intro a b
        have h : ovBlock P (diagonal (a + b)) = ovBlock P (diagonal a) + ovBlock P (diagonal b) := by
          have hd : diagonal (a + b) = diagonal a + diagonal b := by
            ext i j
            by_cases h : i = j
            · subst h; simp
            · simp [h]
          rw [hd]; unfold ovBlock; noncomm_ring
        ext p
        simp [h]
      map_smul' := by
        intro c a
        have h : ovBlock P (diagonal (c • a)) = c • ovBlock P (diagonal a) := by
          have hd : diagonal (c • a) = c • diagonal a := by
            ext i j
            by_cases h : i = j
            · subst h; simp
            · simp [h]
          rw [hd]; simp only [ovBlock, Matrix.mul_smul, Matrix.smul_mul]
        ext p
        simp [h] }
  -- project the block of K orthogonally onto the blocks of local potentials
  obtain ⟨y, ⟨v, rfl⟩, h⟩ := Submodule.HasOrthogonalProjection.exists_orthogonal
    (K := LinearMap.range T) (WithLp.toLp 2 (fun p : ι × ι => ovBlock P K p.1 p.2))
  refine ⟨v, fun x => ?_⟩
  have hx := (Submodule.mem_orthogonal _ _).1 h (T (Pi.single x 1)) ⟨_, rfl⟩
  rw [PiLp.inner_apply, Fintype.sum_prod_type] at hx
  have hB : ovBlock P (diagonal v - K) = ovBlock P (diagonal v) - ovBlock P K := by
    unfold ovBlock; noncomm_ring
  have hz : ∑ i, ∑ j, ovBlock P (diagonal v - K) i j
      * ovBlock P (diagonal (Pi.single x 1)) i j = 0 := by
    refine neg_eq_zero.1 (Eq.trans ?_ hx)
    simp only [← Finset.sum_neg_distrib]
    refine Finset.sum_congr rfl fun i _ => Finset.sum_congr rfl fun j _ => ?_
    rw [hB, Matrix.sub_apply]
    change _ = (ovBlock P K i j - ovBlock P (diagonal v) i j)
      * ovBlock P (diagonal (Pi.single x 1)) i j
    ring
  rw [frobenius_local hP hI] at hz
  simpa [Pi.single_apply] using hz

end

end LocalizedHartreeFockVariance
```

Compiling this gives:

```
Main.lean:60:19: error: unsolved goals
ι : Type u_1
inst✝¹ : Fintype ι
inst✝ : DecidableEq ι
P : Matrix ι ι ℝ
hP : Pᵀ = P
hI : P * P = P
K : Matrix ι ι ℝ
c : ℝ
a : ι → ℝ
h : ovBlock P (diagonal (c • a)) = c • ovBlock P (diagonal a)
p : ι × ι
⊢ ovBlock P (c • diagonal a) p.1 p.2 = c * ovBlock P (diagonal a) p.1 p.2
Main.lean:70:14: warning: This simp argument is unused:
  h

Hint: Omit it from the simp argument list.
  [apply] simp

Note: This linter can be disabled with `set_option linter.unusedSimpArgs false`
```

What went wrong. The error lies in `map_smul'`, the proof that the map `T` respects multiplication by a scalar. The hypothesis `h` says what is needed, but its left side is `ovBlock P (diagonal (c • a))`. In the goal, `simp` first rewrote the inner term `diagonal (c • a)` to `c • diagonal a`, so the left side of `h` no longer occurred there. This is why the warning calls `h` unused. The goal left over asks for the scalar to be taken out of `ovBlock P (c • diagonal a)`, which `simp` could not do, since it had not been told to unfold `ovBlock`.

The repair does without `simp` here. The `change` line restates the goal in a form equal by definition, with `diagonal (c • a)` intact, so that `rw [h]` finds its match. `Matrix.smul_apply` then takes an entry of the scaled matrix to the scaled entry, and `smul_eq_mul` writes that scaling as a product, which makes the two sides identical.

The mended proof, as a diff:

```diff
@@ -68,5 +68,6 @@
           rw [hd]; simp only [ovBlock, Matrix.mul_smul, Matrix.smul_mul]
         ext p
-        simp [h] }
+        change ovBlock P (diagonal (c • a)) p.1 p.2 = c * ovBlock P (diagonal a) p.1 p.2
+        rw [h, Matrix.smul_apply, smul_eq_mul] }
   -- project the block of K orthogonally onto the blocks of local potentials
   obtain ⟨y, ⟨v, rfl⟩, h⟩ := Submodule.HasOrthogonalProjection.exists_orthogonal
```
